# Minimum Lennard-Jones lattice energy and the hcp/fcc ratio

Take two particles at distance \(d>0\) with pair energy \(v(r)=4\varepsilon[(\sigma/r)^{12}-(\sigma/r)^6]\), where \(\varepsilon>0\) is the well depth and \(\sigma>0\) the length scale. Each particle carries half the energy. With \(u=(\sigma/d)^6\),
\[ \tfrac12 v(d)=2\varepsilon(u^2-u)=2\varepsilon\left(u-\tfrac12\right)^2-\tfrac{\varepsilon}{2}, \]
so the minimum is \(-\varepsilon/2\), at \(d=2^{1/6}\sigma\). With many neighbours \(u^2\) and \(u\) acquire coefficients \(A_{12}\) and \(A_6\), both 1 for the pair.

## Setting

```lean
import Mathlib

open Set

namespace LennardJonesLattice

noncomputable section
```

`ljPair` is \(v\).

```lean
/-- The Lennard-Jones 12-6 pair potential at separation `r`. -/
def ljPair (ε σ r : ℝ) : ℝ := 4 * ε * ((σ / r) ^ 12 - (σ / r) ^ 6)
```

A structure is a family `p` over an index type `ι`, finite or infinite, with neighbour \(j\) at distance \(d\,p_j\). The lattice sums are \(A_n=\sum_j p_j^{-n}\), and, when every particle sees the same family of distances (as in fcc and hcp), the energy per particle is \(\tfrac12\sum_j v(d\,p_j)\).

```lean
/-- The lattice sum `A_n = ∑ p_j^(-n)`, where `p j` is the distance to neighbour `j`
in units of a common scale length. -/
def latticeSum {ι : Type*} (p : ι → ℝ) (n : ℕ) : ℝ := ∑' j, (1 / p j) ^ n

/-- Energy per particle at scale length `d` (neighbour `j` at distance `d * p j`): half the sum of the pair
energies with all neighbours. -/
def latticeEnergy {ι : Type*} (ε σ : ℝ) (p : ι → ℝ) (d : ℝ) : ℝ :=
  1 / 2 * ∑' j, ljPair ε σ (d * p j)
```

`scaledEnergy` is \(E(d)=2\varepsilon(A_{12}u^2-A_6u)\) with \(A_6,A_{12}\) free numbers, `eqSpacing` is \(d_0=\sigma(2A_{12}/A_6)^{1/6}\), and `minEnergy` is \(E_0=-\varepsilon A_6^2/(2A_{12})\).

```lean
/-- The energy `E(d) = 2 ε (A12 (σ/d)^12 - A6 (σ/d)^6)`. -/
def scaledEnergy (ε σ A6 A12 d : ℝ) : ℝ :=
  2 * ε * (A12 * (σ / d) ^ 12 - A6 * (σ / d) ^ 6)

/-- The distance `σ (2 A12 / A6)^(1/6)`. -/
def eqSpacing (σ A6 A12 : ℝ) : ℝ := σ * (2 * A12 / A6) ^ ((1 : ℝ) / 6)

/-- The energy `-ε A6² / (2 A12)`. -/
def minEnergy (ε A6 A12 : ℝ) : ℝ := -ε * A6 ^ 2 / (2 * A12)
```

The model is static and pair-additive: no temperature, zero-point motion or many-body terms. Only \(d\) varies, so the shape, including the hcp axial ratio, stays fixed.

## (a) Completing the square

*Task.* For \(A_{12}\ne0\), write \(E(d)\) as \(E_0\) plus a multiple of a square.

*Solution.*
\[ 2\varepsilon A_{12}\left(u-\frac{A_6}{2A_{12}}\right)^2=2\varepsilon(A_{12}u^2-A_6u)+\frac{\varepsilon A_6^2}{2A_{12}}=E(d)-E_0 . \]
Lean treats \(\sigma/d\) as one variable `x`, clears denominators and expands.

```lean
/-- Completing the square in `(σ/d)^6`: `E(d)` equals `-ε A6²/(2 A12)` plus
`2 ε A12` times a square. -/
theorem scaledEnergy_complete_square (ε σ A6 d : ℝ) {A12 : ℝ} (h12 : A12 ≠ 0) :
    scaledEnergy ε σ A6 A12 d =
      minEnergy ε A6 A12 + 2 * ε * A12 * ((σ / d) ^ 6 - A6 / (2 * A12)) ^ 2 := by
  unfold scaledEnergy minEnergy
  generalize σ / d = x
  field_simp
  ring
```

## (b) The candidate spacing

*Task.* For \(\sigma,A_6,A_{12}>0\), show \(d_0>0\) and \((\sigma/d_0)^6=A_6/(2A_{12})\).

*Solution.* Let \(t=2A_{12}/A_6>0\). Then \(t^{1/6}>0\) and \((t^{1/6})^6=t\), which is `h`. Hence \((\sigma/d_0)^6=\sigma^6/(\sigma^6t)=1/t\).

```lean
/-- The distance `d0 = σ (2 A12/A6)^(1/6)` is positive and satisfies
`(σ/d0)^6 = A6/(2 A12)`. -/
theorem eqSpacing_spec {σ A6 A12 : ℝ} (hσ : 0 < σ) (h6 : 0 < A6) (h12 : 0 < A12) :
    0 < eqSpacing σ A6 A12 ∧ (σ / eqSpacing σ A6 A12) ^ 6 = A6 / (2 * A12) := by
  have ht : 0 < 2 * A12 / A6 := by positivity
  have h : ((2 * A12 / A6) ^ ((1 : ℝ) / 6)) ^ 6 = 2 * A12 / A6 := by
    rw [← Real.rpow_natCast, ← Real.rpow_mul ht.le]
    norm_num
  unfold eqSpacing
  refine ⟨mul_pos hσ (Real.rpow_pos_of_pos ht _), ?_⟩
  rw [div_pow, mul_pow, h]
  field_simp
```

## (c) The global minimum

*Task.* For \(\varepsilon,\sigma,A_6,A_{12}>0\), show that \(E_0\) is the least value of \(E\) on \(d>0\).

*Solution.* By (b) the square in (a) vanishes at \(d_0\), so \(E(d_0)=E_0\). Since \(2\varepsilon A_{12}>0\), (a) gives \(E(d)\ge E_0\) for every \(d\). `IsLeast` on the image of `Ioi 0`, the interval \((0,\infty)\), means attained and a lower bound, and the two branches of the proof are these two steps.

```lean
/-- The global minimum of `E(d)` over `d > 0` is `-ε A6²/(2 A12)`. -/
theorem scaledEnergy_isLeast {ε σ A6 A12 : ℝ} (hε : 0 < ε) (hσ : 0 < σ) (h6 : 0 < A6)
    (h12 : 0 < A12) :
    IsLeast (scaledEnergy ε σ A6 A12 '' Ioi 0) (minEnergy ε A6 A12) := by
  obtain ⟨hd0, hx⟩ := eqSpacing_spec hσ h6 h12
  refine ⟨⟨eqSpacing σ A6 A12, hd0, ?_⟩, ?_⟩
  · -- the square vanishes at d0
    rw [scaledEnergy_complete_square _ _ _ _ h12.ne', hx]
    ring
  · -- the square is nonnegative everywhere
    rintro _ ⟨d, -, rfl⟩
    rw [scaledEnergy_complete_square _ _ _ _ h12.ne']
    have : 0 ≤ 2 * ε * A12 * ((σ / d) ^ 6 - A6 / (2 * A12)) ^ 2 := by positivity
    linarith
```

## (d) Uniqueness of the spacing

*Task.* Under the same conditions and for \(d>0\), show \(E(d)=E_0\) if and only if \(d=d_0\).

*Solution.* If \(E(d)=E_0\), the square vanishes (`h1`), so \((\sigma/d)^6=(\sigma/d_0)^6\) (`h2`). Positive numbers with equal sixth powers are equal (`h3`), and cancelling \(\sigma\) gives \(d=d_0\). The converse is substitution.

```lean
/-- For `d > 0`, `E(d)` equals `-ε A6²/(2 A12)` exactly when `d = σ (2 A12/A6)^(1/6)`. -/
theorem scaledEnergy_eq_min_iff {ε σ A6 A12 d : ℝ} (hε : 0 < ε) (hσ : 0 < σ) (h6 : 0 < A6)
    (h12 : 0 < A12) (hd : 0 < d) :
    scaledEnergy ε σ A6 A12 d = minEnergy ε A6 A12 ↔ d = eqSpacing σ A6 A12 := by
  obtain ⟨hd0, hx⟩ := eqSpacing_spec hσ h6 h12
  rw [scaledEnergy_complete_square _ _ _ _ h12.ne']
  constructor
  · intro h
    have h0 : 2 * ε * A12 * ((σ / d) ^ 6 - A6 / (2 * A12)) ^ 2 = 0 := by linarith
    have hc : 2 * ε * A12 ≠ 0 := by positivity
    have h1 : (σ / d) ^ 6 - A6 / (2 * A12) = 0 :=
      (pow_eq_zero_iff (two_ne_zero)).1 ((mul_eq_zero.1 h0).resolve_left hc)
    have h2 : (σ / d) ^ 6 = (σ / eqSpacing σ A6 A12) ^ 6 := by linarith
    have h3 : σ / d = σ / eqSpacing σ A6 A12 :=
      (pow_left_inj₀ (div_pos hσ hd).le (div_pos hσ hd0).le (by norm_num)).1 h2
    rw [div_eq_div_iff hd.ne' hd0.ne'] at h3
    exact (mul_left_cancel₀ hσ.ne' h3).symm
  · intro h
    rw [h, hx]
    ring
```

## (e) From the pair sum to \(E(d)\)

*Task.* Let all \(p_j\ge1\), let \(\sum_j p_j^{-6}\) converge, and let \(d>0\). Show that \(\sum_j p_j^{-12}\) and \(\sum_j v(d\,p_j)\) converge, and that the energy per particle is \(E(d)\) with the lattice sums as coefficients.

*Solution.* From \(0<1/p_j\le1\) follows \(p_j^{-12}\le p_j^{-6}\), and comparison gives the first convergence (`h12`). Since \(\sigma/(d\,p_j)=(\sigma/d)(1/p_j)\),
\[ v(d\,p_j)=4\varepsilon u^2p_j^{-12}-4\varepsilon u\,p_j^{-6}, \]
which is `hfun`. Summing (`hs`) gives \(4\varepsilon(A_{12}u^2-A_6u)\), and half of it is \(E(d)\).

Convergence of \(A_6\) is assumed; Lean's `∑'` assigns 0 to a divergent family. No \(p_j\) is required to equal 1, so \(d\) is a lower bound on the distances, and the nearest-neighbour distance when some \(p_j=1\).

```lean
/-- If all reduced distances are at least one and the sum `A6` converges, then the sum `A12`
and the pair-energy sum converge, and the energy per particle is `E(d)` with these sums. -/
theorem latticeEnergy_eq {ι : Type*} (ε σ : ℝ) {p : ι → ℝ} (hp : ∀ j, 1 ≤ p j)
    (h6 : Summable fun j => (1 / p j) ^ 6) {d : ℝ} (hd : 0 < d) :
    (Summable fun j => (1 / p j) ^ 12) ∧ (Summable fun j => ljPair ε σ (d * p j)) ∧
      latticeEnergy ε σ p d = scaledEnergy ε σ (latticeSum p 6) (latticeSum p 12) d := by
  have hpos : ∀ j, 0 < p j := fun j => lt_of_lt_of_le one_pos (hp j)
  -- the repulsive terms are dominated by the attractive ones
  have h12 : Summable fun j => (1 / p j) ^ 12 :=
    Summable.of_nonneg_of_le (fun j => pow_nonneg (one_div_pos.2 (hpos j)).le _)
      (fun j => pow_le_pow_of_le_one (one_div_pos.2 (hpos j)).le
        ((div_le_one (hpos j)).2 (hp j)) (by norm_num)) h6
  -- the scale `σ/d` factors out of each term
  have hfun : (fun j => ljPair ε σ (d * p j)) = fun j =>
      4 * ε * (σ / d) ^ 12 * (1 / p j) ^ 12 - 4 * ε * (σ / d) ^ 6 * (1 / p j) ^ 6 := by
    funext j
    have hj := hpos j
    have e : σ / (d * p j) = σ / d * (1 / p j) := by field_simp
    unfold ljPair
    rw [e]
    generalize σ / d = x
    generalize 1 / p j = y
    ring
  have hs := (h12.hasSum.mul_left (4 * ε * (σ / d) ^ 12)).sub
    (h6.hasSum.mul_left (4 * ε * (σ / d) ^ 6))
  refine ⟨h12, ?_, ?_⟩
  · rw [hfun]
    exact hs.summable
  · unfold latticeEnergy scaledEnergy latticeSum
    rw [hfun, hs.tsum_eq]
    generalize (∑' j, (1 / p j) ^ 12) = S
    generalize (∑' j, (1 / p j) ^ 6) = T
    ring
```

## (f) The minimum for a structure

*Task.* For \(\varepsilon,\sigma>0\) and a structure as in (e) with at least one neighbour, show that the least energy per particle on \(d>0\) is \(E_0\).

*Solution.* A convergent nonempty sum of positive terms is positive, so \(A_6,A_{12}>0\) (`p6`, `p12`). By (e) the pair-summed energy and \(E\) agree on \((0,\infty)\) and have the same image, and (c) applies. One neighbour with \(p=1\) returns \(-\varepsilon/2\).

```lean
/-- For a structure with at least one neighbour, reduced distances at least one and a
convergent sum `A6`, the least energy per particle over `d > 0` is `-ε A6²/(2 A12)`. -/
theorem latticeEnergy_isLeast {ι : Type*} [Nonempty ι] {ε σ : ℝ} (hε : 0 < ε) (hσ : 0 < σ)
    {p : ι → ℝ} (hp : ∀ j, 1 ≤ p j) (h6 : Summable fun j => (1 / p j) ^ 6) :
    IsLeast (latticeEnergy ε σ p '' Ioi 0)
      (minEnergy ε (latticeSum p 6) (latticeSum p 12)) := by
  have hq : ∀ j, 0 < 1 / p j := fun j => one_div_pos.2 (lt_of_lt_of_le one_pos (hp j))
  obtain ⟨j0⟩ := ‹Nonempty ι›
  have h12 := (latticeEnergy_eq ε σ hp h6 one_pos).1
  have p6 : 0 < latticeSum p 6 :=
    h6.tsum_pos (fun j => (pow_pos (hq j) 6).le) j0 (pow_pos (hq j0) 6)
  have p12 : 0 < latticeSum p 12 :=
    h12.tsum_pos (fun j => (pow_pos (hq j) 12).le) j0 (pow_pos (hq j0) 12)
  rw [Set.image_congr (fun d (hd : d ∈ Ioi (0 : ℝ)) => (latticeEnergy_eq ε σ hp h6 hd).2.2)]
  exact scaledEnergy_isLeast hε hσ p6 p12
```

## (g) The hcp/fcc ratio

*Task.* Let \(\varepsilon,\sigma>0\) and \(\delta=0.00005\). Let \(A_6,A_{12}\) (fcc) lie within \(\delta\) of 14.4539, 12.1319 and \(B_6,B_{12}\) (hcp, ideal axial ratio) within \(\delta\) of 14.4549, 12.1323, ends included. These decimals are the lattice sums of the two packings with distances in units of the nearest-neighbour distance, rounded to four places, and are taken as given. For the minima \(E_f,E_h\) of the two functions \(E\), show \(1.00008<E_h/E_f<1.00013\) and \(E_h<E_f\).

*Solution.* All four numbers are positive and a least element is unique, so (c) fixes both minima (`ef`, `eh`) and
\[ \frac{E_h}{E_f}=\frac{B_6^2A_{12}}{A_6^2B_{12}}, \]
free of \(\varepsilon\) and \(\sigma\) (`hr`). This grows with \(B_6,A_{12}\) and falls with \(A_6,B_{12}\), so it lies between
\[ \frac{14.45485^2\cdot12.13185}{14.45395^2\cdot12.13235}\approx1.000083 \quad\text{and}\quad \frac{14.45495^2\cdot12.13195}{14.45385^2\cdot12.13225}\approx1.000127 . \]
`lo` and `hi` multiply out the denominator, and `norm_num` makes the middle comparison in exact rationals. Since \(E_f<0\), multiplying \(E_h/E_f>1\) by \(E_f\) gives \(E_h<E_f\).

```lean
/-- If `A6, A12` lie within 0.00005 of 14.4539, 12.1319 and
`B6, B12` within 0.00005 of 14.4549, 12.1323, the ratio `Eh / Ef` of the minima over `d > 0` (`Eh` for `B6, B12`, `Ef` for `A6, A12`) of
`E(d)` lies in (1.00008, 1.00013) and `Eh < Ef`. -/
theorem hcp_fcc_ratio {ε σ A6 A12 B6 B12 Ef Eh : ℝ} (hε : 0 < ε) (hσ : 0 < σ)
    (hA6 : |A6 - 14.4539| ≤ 0.00005) (hA12 : |A12 - 12.1319| ≤ 0.00005)
    (hB6 : |B6 - 14.4549| ≤ 0.00005) (hB12 : |B12 - 12.1323| ≤ 0.00005)
    (hf : IsLeast (scaledEnergy ε σ A6 A12 '' Ioi 0) Ef)
    (hh : IsLeast (scaledEnergy ε σ B6 B12 '' Ioi 0) Eh) :
    Eh / Ef ∈ Ioo (1.00008 : ℝ) 1.00013 ∧ Eh < Ef := by
  have a1 : 14.4539 - 0.00005 ≤ A6 := by linarith [(abs_le.1 hA6).1]
  have a2 : A6 ≤ 14.4539 + 0.00005 := by linarith [(abs_le.1 hA6).2]
  have a3 : 12.1319 - 0.00005 ≤ A12 := by linarith [(abs_le.1 hA12).1]
  have a4 : A12 ≤ 12.1319 + 0.00005 := by linarith [(abs_le.1 hA12).2]
  have b1 : 14.4549 - 0.00005 ≤ B6 := by linarith [(abs_le.1 hB6).1]
  have b2 : B6 ≤ 14.4549 + 0.00005 := by linarith [(abs_le.1 hB6).2]
  have b3 : 12.1323 - 0.00005 ≤ B12 := by linarith [(abs_le.1 hB12).1]
  have b4 : B12 ≤ 12.1323 + 0.00005 := by linarith [(abs_le.1 hB12).2]
  have pA6 : 0 < A6 := lt_of_lt_of_le (by norm_num) a1
  have pA12 : 0 < A12 := lt_of_lt_of_le (by norm_num) a3
  have pB6 : 0 < B6 := lt_of_lt_of_le (by norm_num) b1
  have pB12 : 0 < B12 := lt_of_lt_of_le (by norm_num) b3
  have ef := hf.unique (scaledEnergy_isLeast hε hσ pA6 pA12)
  have eh := hh.unique (scaledEnergy_isLeast hε hσ pB6 pB12)
  -- ε and σ drop out of the ratio
  have hr : Eh / Ef = B6 ^ 2 * A12 / (A6 ^ 2 * B12) := by
    rw [ef, eh]
    unfold minEnergy
    field_simp
  have hD : 0 < A6 ^ 2 * B12 := by positivity
  have lo : (1.00008 : ℝ) < Eh / Ef := by
    rw [hr, lt_div_iff₀ hD]
    calc 1.00008 * (A6 ^ 2 * B12)
        ≤ 1.00008 * ((14.4539 + 0.00005) ^ 2 * (12.1323 + 0.00005)) :=
          mul_le_mul_of_nonneg_left (mul_le_mul (pow_le_pow_left₀ pA6.le a2 2) b4 pB12.le
            (by norm_num)) (by norm_num)
      _ < (14.4549 - 0.00005) ^ 2 * (12.1319 - 0.00005) := by norm_num
      _ ≤ B6 ^ 2 * A12 :=
          mul_le_mul (pow_le_pow_left₀ (by norm_num) b1 2) a3 (by norm_num) (sq_nonneg _)
  have hi : Eh / Ef < (1.00013 : ℝ) := by
    rw [hr, div_lt_iff₀ hD]
    calc B6 ^ 2 * A12 ≤ (14.4549 + 0.00005) ^ 2 * (12.1319 + 0.00005) :=
          mul_le_mul (pow_le_pow_left₀ pB6.le b2 2) a4 pA12.le (by norm_num)
      _ < 1.00013 * ((14.4539 - 0.00005) ^ 2 * (12.1323 - 0.00005)) := by norm_num
      _ ≤ 1.00013 * (A6 ^ 2 * B12) :=
          mul_le_mul_of_nonneg_left (mul_le_mul (pow_le_pow_left₀ (by norm_num) a1 2) b3
            (by norm_num) (sq_nonneg _)) (by norm_num)
  refine ⟨⟨lo, hi⟩, ?_⟩
  -- `Ef` is negative, so a ratio above one means `Eh < Ef`
  have hneg : Ef < 0 := by
    rw [ef]
    unfold minEnergy
    have : 0 < ε * A6 ^ 2 := by positivity
    exact div_neg_of_neg_of_pos (by linarith) (by positivity)
  have one : (1 : ℝ) < Eh / Ef := lt_trans (by norm_num) lo
  have := (lt_div_iff_of_neg hneg).1 one
  linarith
```

## (h) The ratio for pair-summed energies

*Task.* Prove the same for two structures `pf`, `ph` as in (e) whose lattice sums lie in these intervals, with \(E_f,E_h\) the least pair-summed energies per particle.

*Solution.* By (e) each pair-summed energy has the same image on \((0,\infty)\) as the corresponding \(E\), and (g) applies. An empty structure has sums 0 and is excluded by the intervals.

```lean
/-- `Eh / Ef` lies in (1.00008, 1.00013) and `Eh < Ef` for the least pair-summed energies per particle `Ef`, `Eh` of two structures
`pf`, `ph` with reduced distances at least one, convergent sixth-power sums, and lattice sums (n = 6, 12) within 0.00005 of 14.4539, 12.1319 and of 14.4549, 12.1323 respectively. -/
theorem lattice_hcp_fcc_ratio {ι κ : Type*} {ε σ Ef Eh : ℝ} (hε : 0 < ε) (hσ : 0 < σ)
    {pf : ι → ℝ} {ph : κ → ℝ} (hpf : ∀ j, 1 ≤ pf j) (hph : ∀ j, 1 ≤ ph j)
    (sf : Summable fun j => (1 / pf j) ^ 6) (sh : Summable fun j => (1 / ph j) ^ 6)
    (hA6 : |latticeSum pf 6 - 14.4539| ≤ 0.00005)
    (hA12 : |latticeSum pf 12 - 12.1319| ≤ 0.00005)
    (hB6 : |latticeSum ph 6 - 14.4549| ≤ 0.00005)
    (hB12 : |latticeSum ph 12 - 12.1323| ≤ 0.00005)
    (hf : IsLeast (latticeEnergy ε σ pf '' Ioi 0) Ef)
    (hh : IsLeast (latticeEnergy ε σ ph '' Ioi 0) Eh) :
    Eh / Ef ∈ Ioo (1.00008 : ℝ) 1.00013 ∧ Eh < Ef := by
  rw [Set.image_congr
    (fun d (hd : d ∈ Ioi (0 : ℝ)) => (latticeEnergy_eq ε σ hpf sf hd).2.2)] at hf
  rw [Set.image_congr
    (fun d (hd : d ∈ Ioi (0 : ℝ)) => (latticeEnergy_eq ε σ hph sh hd).2.2)] at hh
  exact hcp_fcc_ratio hε hσ hA6 hA12 hB6 hB12 hf hh

end

end LennardJonesLattice
```

```lean
#print axioms LennardJonesLattice.scaledEnergy_eq_min_iff
#print axioms LennardJonesLattice.latticeEnergy_isLeast
#print axioms LennardJonesLattice.lattice_hcp_fcc_ratio
```

```
'LennardJonesLattice.scaledEnergy_eq_min_iff' depends on axioms: [propext, Classical.choice, Quot.sound]
'LennardJonesLattice.latticeEnergy_isLeast' depends on axioms: [propext, Classical.choice, Quot.sound]
'LennardJonesLattice.lattice_hcp_fcc_ratio' depends on axioms: [propext, Classical.choice, Quot.sound]
```

The names fcc and hcp enter only through the four assumed intervals. Defining both as explicit point sets in three dimensions would turn convergence and the four values into things to prove, by finite partial sums and tail bounds; the file attempts none of that. With the untruncated 12-6 potential, in this static model under uniform scaling and given those sums, the minimum energies per particle of the two packings differ by about one part in \(10^4\).
